# On a finite graph of maximum degree \(d\), the Ising cavity equations have exactly one solution when \((d-1)\tanh|K|<1\)

The cavity method for Ising spins describes each bond by two effective fields, one passed in each direction, and requires them to be self-consistent. The question here is when this requirement determines them. These fields, called messages, are modelled as one real number on each directed edge of a finite graph.

The spins \(s_i=\pm1\) have Boltzmann weight \(\exp(K\sum_{\langle ij\rangle}s_is_j+\sum_i h_is_i)\), with the coupling \(K\) and the site fields \(h_i\) in units of \(k_BT\). The message from \(i\) to \(j\) satisfies

\[
u_{ij}=\operatorname{artanh}\Bigl(\tanh K\,\tanh\bigl(h_i+\sum_{k\sim i,\;k\ne j}u_{ki}\bigr)\Bigr),
\]

where \(k\sim i\) means that \(k\) is a neighbour of \(i\). These equations are the starting point here. Their link to the Boltzmann distribution, exact on trees and approximate on graphs with loops, is not derived.

For \(d\ge3\) the condition \((d-1)\tanh|K|<1\) means weak coupling or high temperature; for \(d\le2\) it holds at every \(K\). It arises because a bond multiplies field differences by at most \(\tanh|K|\), and at most \(d-1\) messages combine before the next bond. In a finite lattice model of a binary alloy with given site fields and one uniform pair coupling that meets the condition, two exact solutions of the cavity equations found from different starting guesses must coincide.

## Messages on directed edges

```lean
import Mathlib

open Finset

namespace CavityMessages

noncomputable section

/-- The inverse hyperbolic tangent, for arguments strictly between -1 and 1. -/
def artanh (x : ℝ) : ℝ := Real.log ((1 + x) / (1 - x)) / 2
```

This is the usual logarithmic formula, \(\operatorname{artanh}x=\tfrac12\ln\frac{1+x}{1-x}\). The cavity equations only use it at products of two hyperbolic tangents, which lie strictly between \(-1\) and \(1\).

```lean
variable {V : Type*} [Fintype V] [DecidableEq V] {G : SimpleGraph V} [DecidableRel G.Adj]

/-- The directed edges `k → i` that feed the message `i → j`: those with `k ≠ j`. -/
def incoming (e : G.Dart) : Finset G.Dart :=
  univ.filter fun a => a.snd = e.fst ∧ a.fst ≠ e.snd
```

`V` is the finite set of sites and `G` a simple graph on it, so no site is bonded to itself and no bond is doubled. A term of `G.Dart` is a directed edge \(e=(i\to j)\), with `e.fst` equal to \(i\) and `e.snd` equal to \(j\). The set `incoming e` contains the edges \(k\to i\) with \(k\ne j\). Despite its name, it leaves out the edge \(j\to i\).

```lean
/-- The cavity field on site `i` in the absence of `j`: the site field plus the messages
from all neighbours of `i` other than `j`. -/
def cavityField (h : V → ℝ) (u : G.Dart → ℝ) (e : G.Dart) : ℝ :=
  h e.fst + ∑ a ∈ incoming e, u a
```

This is \(h_i+\sum_{k\sim i,\,k\ne j}u_{ki}\). Many texts use the letter \(h\) for this cavity field; here `h` is always the external site field.

```lean
/-- One parallel update of all cavity messages at coupling `K` and site fields `h`. -/
def update (K : ℝ) (h : V → ℝ) (u : G.Dart → ℝ) (e : G.Dart) : ℝ :=
  artanh (Real.tanh K * Real.tanh (cavityField h u e))
```

`update` evaluates the right-hand side of the cavity equation on the edge `e`. Write \(F_h(u)\) for the resulting set of new messages.

```lean
/-- The messages `u` solve the cavity equations on every directed edge. -/
def IsCavitySolution (K : ℝ) (h : V → ℝ) (u : G.Dart → ℝ) : Prop :=
  ∀ e, u e = update K h u e
```

A solution is a fixed point, \(u=F_h(u)\), written out edge by edge. `Prop` marks this definition as a statement that may be true or false.

## One bond damps a field difference

```lean
/-- For `|t| ≤ 1` both combinations `cosh x ± t sinh x` are positive. -/
theorem cosh_add_sinh_pos {t : ℝ} (ht : |t| ≤ 1) (x : ℝ) :
    0 < Real.cosh x + t * Real.sinh x ∧ 0 < Real.cosh x - t * Real.sinh x := by
  have h1 : |Real.sinh x| < Real.cosh x :=
    abs_lt_of_sq_lt_sq (by linarith [Real.cosh_sq x]) (Real.cosh_pos x).le
  have h2 : |t * Real.sinh x| ≤ |Real.sinh x| := by
    rw [abs_mul]
    exact mul_le_of_le_one_left (abs_nonneg _) ht
  have h3 := abs_lt.mp (h2.trans_lt h1)
  constructor <;> linarith [h3.1, h3.2]
```

Since \(\cosh^2x-\sinh^2x=1\), we have \(|\sinh x|<\cosh x\). For \(|t|\le1\) it follows that \(|t\sinh x|<\cosh x\), so both \(\cosh x\pm t\sinh x\) are positive. In Lean, `ht` names the assumption \(|t|\le1\), and `linarith` finishes the linear inequalities.

```lean
/-- For `|t| ≤ 1`, `artanh (t tanh x)` is half a difference of two logarithms. -/
theorem artanh_mul_tanh {t : ℝ} (ht : |t| ≤ 1) (x : ℝ) :
    artanh (t * Real.tanh x) = (Real.log (Real.cosh x + t * Real.sinh x)
      - Real.log (Real.cosh x - t * Real.sinh x)) / 2 := by
  have hp := cosh_add_sinh_pos ht x
  have hc : Real.cosh x ≠ 0 := (Real.cosh_pos x).ne'
  have e1 : 1 + t * (Real.sinh x / Real.cosh x)
      = (Real.cosh x + t * Real.sinh x) / Real.cosh x := by field_simp
  have e2 : 1 - t * (Real.sinh x / Real.cosh x)
      = (Real.cosh x - t * Real.sinh x) / Real.cosh x := by field_simp
  rw [artanh, Real.tanh_eq_sinh_div_cosh, e1, e2, div_div_div_cancel_right₀ hc,
    Real.log_div hp.1.ne' hp.2.ne']
```

Multiply numerator and denominator by \(\cosh x\):

\[
\frac{1+t\tanh x}{1-t\tanh x}=\frac{\cosh x+t\sinh x}{\cosh x-t\sinh x}.
\]

Half the logarithm of this quotient is half a difference of logarithms, because both factors are positive.

```lean
/-- `artanh` undoes the hyperbolic tangent on the whole real line. -/
theorem artanh_tanh (x : ℝ) : artanh (Real.tanh x) = x := by
  have h := artanh_mul_tanh (t := 1) (by simp) x
  rw [one_mul, one_mul, Real.cosh_add_sinh, Real.cosh_sub_sinh, Real.log_exp,
    Real.log_exp] at h
  rw [h]
  ring
```

At \(t=1\) the two factors are \(e^{x}\) and \(e^{-x}\), so the result is \((x-(-x))/2=x\). The logarithmic definition therefore does invert \(\tanh\).

```lean
/-- For `|t| ≤ 1`, the response of `artanh (t tanh x)` to the field `x` is
`t / (cosh² x - t² sinh² x)`. -/
theorem hasDerivAt_artanh_mul_tanh {t : ℝ} (ht : |t| ≤ 1) (x : ℝ) :
    HasDerivAt (fun y => artanh (t * Real.tanh y))
      (t / (Real.cosh x ^ 2 - t ^ 2 * Real.sinh x ^ 2)) x := by
  obtain ⟨hp, hm⟩ := cosh_add_sinh_pos ht x
  rw [funext (artanh_mul_tanh ht)]
  have h1 := ((Real.hasDerivAt_cosh x).fun_add
    ((Real.hasDerivAt_sinh x).const_mul t)).log hp.ne'
  have h2 := ((Real.hasDerivAt_cosh x).fun_sub
    ((Real.hasDerivAt_sinh x).const_mul t)).log hm.ne'
  refine ((h1.fun_sub h2).div_const 2).congr_deriv ?_
  have hfac : Real.cosh x ^ 2 - t ^ 2 * Real.sinh x ^ 2
      = (Real.cosh x + t * Real.sinh x) * (Real.cosh x - t * Real.sinh x) := by ring
  rw [hfac, div_sub_div _ _ hp.ne' hm.ne', div_div,
    div_eq_div_iff (mul_ne_zero (mul_ne_zero hp.ne' hm.ne') two_ne_zero)
      (mul_ne_zero hp.ne' hm.ne')]
  linear_combination (2 * t * (Real.cosh x + t * Real.sinh x)
    * (Real.cosh x - t * Real.sinh x)) * Real.cosh_sq x
```

`HasDerivAt f f' x` says that \(f\) has derivative \(f'\) at \(x\). With \(C=\cosh x\) and \(S=\sinh x\), differentiating the two logarithms gives

\[
\frac12\left[\frac{S+tC}{C+tS}-\frac{S-tC}{C-tS}\right]
=\frac{2t(C^2-S^2)}{2(C^2-t^2S^2)}
=\frac{t}{C^2-t^2S^2}.
\]

Lean assembles the derivative from the rules for sums and logarithms. The final `linear_combination` supplies \(C^2-S^2=1\).

```lean
/-- `tanh |K|` is the absolute value of `tanh K`, and it is at most one. -/
theorem tanh_abs (K : ℝ) : Real.tanh |K| = |Real.tanh K| ∧ |Real.tanh K| ≤ 1 := by
  have hc := Real.cosh_pos K
  constructor
  · rcases le_total 0 K with h | h
    · have h0 : 0 ≤ Real.tanh K := by
        rw [Real.tanh_eq_sinh_div_cosh]
        exact div_nonneg (Real.sinh_nonneg_iff.2 h) hc.le
      rw [abs_of_nonneg h, abs_of_nonneg h0]
    · have h0 : Real.tanh K ≤ 0 := by
        rw [Real.tanh_eq_sinh_div_cosh]
        exact div_nonpos_of_nonpos_of_nonneg (Real.sinh_nonpos_iff.2 h) hc.le
      rw [abs_of_nonpos h, abs_of_nonpos h0, Real.tanh_neg]
  · have hp := cosh_add_sinh_pos (t := 1) (by simp) K
    rw [Real.tanh_eq_sinh_div_cosh, abs_div, abs_of_pos hc, div_le_one hc]
    exact abs_le.mpr ⟨by linarith [hp.1], by linarith [hp.2]⟩
```

Because \(\tanh\) is odd and has the sign of its argument, \(\tanh|K|=|\tanh K|\). The bound by one follows from \(|\sinh K|<\cosh K\).

```lean
/-- A bond of coupling `K` damps any difference of cavity fields by at least the
factor `tanh |K|`. -/
theorem bond_lipschitz (K x y : ℝ) :
    |artanh (Real.tanh K * Real.tanh x) - artanh (Real.tanh K * Real.tanh y)|
      ≤ Real.tanh |K| * |x - y| := by
  obtain ⟨hK, ht⟩ := tanh_abs K
  have bound : ∀ z : ℝ, ‖Real.tanh K / (Real.cosh z ^ 2
      - Real.tanh K ^ 2 * Real.sinh z ^ 2)‖ ≤ Real.tanh |K| := by
    intro z
    have ht2 : Real.tanh K ^ 2 ≤ 1 := (sq_le_one_iff_abs_le_one _).mpr ht
    -- the denominator equals 1 + (1 - tanh² K) sinh² z
    have hD : 1 ≤ Real.cosh z ^ 2 - Real.tanh K ^ 2 * Real.sinh z ^ 2 := by
      nlinarith [mul_nonneg (sub_nonneg.2 ht2) (sq_nonneg (Real.sinh z)), Real.cosh_sq z]
    rw [hK, Real.norm_eq_abs, abs_div, abs_of_pos (lt_of_lt_of_le one_pos hD)]
    exact div_le_self (abs_nonneg _) hD
  have h := Convex.norm_image_sub_le_of_norm_hasDerivWithin_le
    (fun z (_ : z ∈ Set.univ) => (hasDerivAt_artanh_mul_tanh ht z).hasDerivWithinAt)
    (fun z _ => bound z) convex_univ (Set.mem_univ y) (Set.mem_univ x)
  simpa only [Real.norm_eq_abs] using h
```

Put \(t=\tanh K\). The denominator of the derivative is

\[
\cosh^2z-t^2\sinh^2z=1+(1-t^2)\sinh^2z\ge1,
\]

so the derivative is at most \(|t|=\tanh|K|\) in absolute value. The mean value inequality then gives

\[
|\operatorname{artanh}(t\tanh x)-\operatorname{artanh}(t\tanh y)|\le\tanh|K|\,|x-y|.
\]

In the code, `hD` is the bound on the denominator, `bound` the bound on the derivative, and the long `Convex` lemma the mean value inequality.

## At most \(d-1\) messages enter

```lean
/-- The number of messages feeding `i → j` is at most the degree of `i` minus one. -/
theorem card_incoming (e : G.Dart) : (incoming e).card + 1 ≤ G.degree e.fst := by
  have h : (incoming e).card ≤ ((G.neighborFinset e.fst).erase e.snd).card := by
    refine Finset.card_le_card_of_injOn (fun a => a.fst) ?_ ?_
    · intro a ha
      have ha1 : a ∈ incoming e := ha
      have ha2 := (Finset.mem_filter.mp ha1).2
      show a.fst ∈ (G.neighborFinset e.fst).erase e.snd
      rw [Finset.mem_erase, SimpleGraph.mem_neighborFinset, ← ha2.1]
      exact ⟨ha2.2, a.adj.symm⟩
    · intro a ha b hb hab
      have ha1 : a ∈ incoming e := ha
      have hb1 : b ∈ incoming e := hb
      apply SimpleGraph.Dart.ext
      exact Prod.ext hab
        ((Finset.mem_filter.mp ha1).2.1.trans (Finset.mem_filter.mp hb1).2.1.symm)
  have hj : e.snd ∈ G.neighborFinset e.fst := by
    rw [SimpleGraph.mem_neighborFinset]
    exact e.adj
  have h2 := Finset.card_erase_add_one hj
  rw [SimpleGraph.card_neighborFinset_eq_degree] at h2
  omega
```

Send each incoming edge \(k\to i\) to its starting site \(k\). Different edges have different starting sites, and every such site is a neighbour of \(i\) other than \(j\). Since \(j\) is itself a neighbour of \(i\), at most \(\deg(i)-1\) edges come in. The two bullets prove that the map lands in the right set and that it is injective.

```lean
/-- If all degrees are at most `d`, an updated message changes by at most `tanh |K|` times the sum
of two terms: the largest field change, and `d - 1` times the largest message change. -/
theorem update_estimate {d : ℕ} (hdeg : ∀ v, G.degree v ≤ d) (K : ℝ) (h h' : V → ℝ)
    (u u' : G.Dart → ℝ) (e : G.Dart) :
    |update K h u e - update K h' u' e|
      ≤ Real.tanh |K| * (‖h - h'‖ + ((d : ℝ) - 1) * ‖u - u'‖) := by
  have ht : 0 ≤ Real.tanh |K| := by rw [(tanh_abs K).1]; exact abs_nonneg _
  refine (bond_lipschitz K _ _).trans (mul_le_mul_of_nonneg_left ?_ ht)
  have hsplit : cavityField h u e - cavityField h' u' e
      = (h - h') e.fst + ∑ a ∈ incoming e, (u - u') a := by
    simp only [cavityField, Pi.sub_apply, Finset.sum_sub_distrib]
    ring
  have hcard : ((incoming e).card : ℝ) ≤ (d : ℝ) - 1 := by
    have h1 : ((incoming e).card : ℝ) + 1 ≤ d := by
      exact_mod_cast (card_incoming e).trans (hdeg _)
    linarith
  have hsum : |∑ a ∈ incoming e, (u - u') a| ≤ ((d : ℝ) - 1) * ‖u - u'‖ := by
    refine (Finset.abs_sum_le_sum_abs _ _).trans ?_
    refine (Finset.sum_le_card_nsmul _ _ ‖u - u'‖
      (fun a _ => norm_le_pi_norm (u - u') a)).trans ?_
    rw [nsmul_eq_mul]
    exact mul_le_mul_of_nonneg_right hcard (norm_nonneg _)
  rw [hsplit]
  exact (abs_add_le _ _).trans (add_le_add (norm_le_pi_norm (h - h') e.fst) hsum)
```

Primes denote a second set of fields and messages, and \(\|\cdot\|\) is the maximum norm, Lean's norm for real functions on a finite set. The two cavity fields on \(i\to j\) differ by

\[
(h_i-h'_i)+\sum_{k\sim i,\,k\ne j}(u_{ki}-u'_{ki}).
\]

The first term is at most \(\|h-h'\|\) in size. The sum has at most \(d-1\) terms, each at most \(\|u-u'\|\). The bond estimate multiplies the total by \(\tanh|K|\):

\[
|F_h(u)_{ij}-F_{h'}(u')_{ij}|\le\tanh|K|\bigl(\|h-h'\|+(d-1)\|u-u'\|\bigr).
\]

In Lean, `hsplit` is the decomposition, `hcard` the count and `hsum` the bound on the sum.

## Exactly one solution

```lean
/-- On a finite graph with all degrees at most `d` and `(d - 1) tanh |K| < 1`, the cavity
equations have exactly one real solution, whatever the site fields. -/
theorem existsUnique_cavitySolution {d : ℕ} (hdeg : ∀ v, G.degree v ≤ d) (K : ℝ)
    (hK : ((d : ℝ) - 1) * Real.tanh |K| < 1) (h : V → ℝ) :
    ∃! u : G.Dart → ℝ, IsCavitySolution K h u := by
  rcases isEmpty_or_nonempty G.Dart with hE | hE
  · exact ⟨0, fun e => isEmptyElim e, fun v _ => Subsingleton.elim _ _⟩
  have hd : (1 : ℝ) ≤ d := by
    obtain ⟨e⟩ := hE
    have h1 : 1 ≤ d := by
      have h2 := card_incoming e
      have h3 := hdeg e.fst
      omega
    exact_mod_cast h1
  have ht : 0 ≤ Real.tanh |K| := by rw [(tanh_abs K).1]; exact abs_nonneg _
  have hq : 0 ≤ ((d : ℝ) - 1) * Real.tanh |K| := mul_nonneg (by linarith) ht
  -- the update is a contraction in the maximum norm
  obtain ⟨q, hqe⟩ : ∃ q : NNReal, (q : ℝ) = ((d : ℝ) - 1) * Real.tanh |K| :=
    ⟨Real.toNNReal _, Real.coe_toNNReal _ hq⟩
  have hc : ContractingWith q (update K h : (G.Dart → ℝ) → G.Dart → ℝ) := by
    have hq1 : q < 1 := NNReal.coe_lt_coe.mp (by rw [hqe, NNReal.coe_one]; exact hK)
    refine ⟨hq1, LipschitzWith.of_dist_le_mul ?_⟩
    intro u v
    rw [dist_eq_norm, dist_eq_norm, hqe]
    refine (pi_norm_le_iff_of_nonempty _).mpr fun e => ?_
    have h1 := update_estimate hdeg K h h u v e
    rw [sub_self, norm_zero, zero_add] at h1
    calc ‖(update K h u - update K h v) e‖
        ≤ Real.tanh |K| * (((d : ℝ) - 1) * ‖u - v‖) := h1
      _ = ((d : ℝ) - 1) * Real.tanh |K| * ‖u - v‖ := by ring
  refine ⟨ContractingWith.fixedPoint _ hc, fun e => ?_, fun v hv => ?_⟩
  · exact (congrFun (show update K h _ = _ from hc.fixedPoint_isFixedPt) e).symm
  · exact hc.fixedPoint_unique (show update K h v = v from funext fun e => (hv e).symm)
```

The hypothesis `hdeg` says that every degree is at most `d`, and `hK` is the coupling condition. The symbol `∃!` means "there is exactly one", here among all real-valued messages. The fields are arbitrary and \(K\) may have either sign.

If the graph has no edges, there are no messages to choose, and the empty assignment is the only solution. This includes \(d=0\).

Otherwise \(d\ge1\). Set \(q=(d-1)\tanh|K|\), so \(0\le q<1\). With equal fields, the previous estimate becomes

\[
\|F_h(u)-F_h(v)\|\le q\,\|u-v\|.
\]

Start from any \(u^{(0)}\) and iterate \(u^{(n+1)}=F_h(u^{(n)})\). Successive differences are at most \(q^n\|u^{(1)}-u^{(0)}\|\), so the iterates form a Cauchy sequence. They converge, and since \(F_h\) is continuous the limit is a fixed point. If \(u\) and \(v\) are both fixed points, then \(\|u-v\|\le q\|u-v\|\), which forces \(u=v\).

This is Banach's fixed-point theorem. Lean records the contraction as `ContractingWith` and takes the fixed point and its uniqueness from the library.

## Response to a change of the fields

```lean
/-- With all degrees at most `d` and `(d - 1) tanh |K| < 1`, a change of the site fields moves
the cavity solution by at most `tanh |K| / (1 - (d - 1) tanh |K|)` times that change, both
measured in the maximum norm. -/
theorem cavitySolution_stability {d : ℕ} (hdeg : ∀ v, G.degree v ≤ d) (K : ℝ)
    (hK : ((d : ℝ) - 1) * Real.tanh |K| < 1) {h h' : V → ℝ} {u u' : G.Dart → ℝ}
    (hu : IsCavitySolution K h u) (hu' : IsCavitySolution K h' u') :
    ‖u - u'‖ ≤ Real.tanh |K| / (1 - ((d : ℝ) - 1) * Real.tanh |K|) * ‖h - h'‖ := by
  have ht : 0 ≤ Real.tanh |K| := by rw [(tanh_abs K).1]; exact abs_nonneg _
  have hpos : 0 < 1 - ((d : ℝ) - 1) * Real.tanh |K| := by linarith
  rcases isEmpty_or_nonempty G.Dart with hE | hE
  · rw [Subsingleton.elim u u', sub_self, norm_zero]
    exact mul_nonneg (div_nonneg ht hpos.le) (norm_nonneg _)
  have hn : ‖u - u'‖ ≤ Real.tanh |K| * (‖h - h'‖ + ((d : ℝ) - 1) * ‖u - u'‖) := by
    refine (pi_norm_le_iff_of_nonempty _).mpr fun e => ?_
    rw [Pi.sub_apply, Real.norm_eq_abs, hu e, hu' e]
    exact update_estimate hdeg K h h' u u' e
  -- collect the message change on the left
  rw [div_mul_eq_mul_div, le_div_iff₀ hpos]
  linarith

end

end CavityMessages
```

Let \(u\) solve the equations for the fields \(h\), and \(u'\) those for \(h'\). Each message equals its own update, so the estimate for one update gives

\[
\|u-u'\|\le\tanh|K|\,\|h-h'\|+(d-1)\tanh|K|\,\|u-u'\|.
\]

Move the last term to the left and divide by the positive number \(1-(d-1)\tanh|K|\):

\[
\|u-u'\|\le\frac{\tanh|K|}{1-(d-1)\tanh|K|}\,\|h-h'\|.
\]

Lean's `hn` is the first inequality, and the last two lines carry out the rearrangement. The edgeless case is again separate: there \(\|u-u'\|=0\), and the right-hand side of the final bound is nonnegative.

```lean
#print axioms CavityMessages.artanh_tanh
-- 'CavityMessages.artanh_tanh' depends on axioms: [propext, Classical.choice, Quot.sound]
#print axioms CavityMessages.existsUnique_cavitySolution
-- 'CavityMessages.existsUnique_cavitySolution' depends on axioms: [propext, Classical.choice, Quot.sound]
#print axioms CavityMessages.cavitySolution_stability
-- 'CavityMessages.cavitySolution_stability' depends on axioms: [propext, Classical.choice, Quot.sound]
```

## A triangle with equal fields

Take three mutually bonded sites, so \(d=2\), with \(\tanh K=\tfrac12\) and \(h_i=\tfrac12\ln\tfrac52\approx0.458\) on every site. Try the same message \(u=\tfrac12\ln2\approx0.347\) on all six directed edges. One message enters each cavity field, which is therefore \(h_i+u=\tfrac12\ln5\). Then

\[
\tanh\bigl(\tfrac12\ln5\bigr)=\frac{5-1}{5+1}=\frac23,\qquad
\operatorname{artanh}\Bigl(\frac12\cdot\frac23\Bigr)=\frac12\ln\frac{1+1/3}{1-1/3}=\frac12\ln2.
\]

The guess solves the equations. Since \((d-1)\tanh|K|=\tfrac12<1\), no other solution exists, including any with unequal messages.

At zero field the solution is \(u=0\). The stability factor is \(\tfrac12/(1-\tfrac12)=1\), so switching on the field may move the messages by at most \(0.458\); they move by \(0.347\).
